# Same-sign factorial divergence of the Stark series generated by hydrogen's leading ionization width

In atomic units, the leading weak-field ionization width of ground-state hydrogen in a static electric field of strength \(F\) is \(\Gamma(F)=\frac{4}{F}e^{-2/(3F)}\). Its dispersion moments are

\[
\int_0^\infty \frac{\Gamma(F)}{F^{2n+1}}\,dF = 4\left(\tfrac32\right)^{2n+1}(2n)!,\qquad n=0,1,2,\dots
\]

The coefficients \(a_n\), defined as \(-1/\pi\) times these moments, are therefore all negative, and the series \(\sum_n a_nF^{2n}\) diverges at every nonzero field, real or complex. At nonzero real fields its partial sums tend to \(-\infty\).

## From a decaying state to a power series

A static field lowers the potential on one side of the atom, and the electron can tunnel out. The ground state becomes a resonance with complex energy \(E\), whose imaginary part is \(-\Gamma/2\). Perturbation theory gives instead a power series in \(F^2\) with real coefficients, and the decay appears in none of its terms. A dispersion relation connects the two.

Write \(z=F^2\), and suppose that \(E(z)\) is analytic away from a cut along \(z>0\), with imaginary part \(-\Gamma/2\) on the upper side of the cut. Up to subtractions, which affect only low orders,

\[
E(z)=\frac1\pi\int_0^\infty\frac{-\Gamma/2}{z'-z}\,dz'.
\]

The expansion \(1/(z'-z)=\sum_n z^n/z'^{\,n+1}\) converges only for \(|z|<z'\), while the integral runs down to \(z'=0\). Integrated term by term it is therefore a formal step, which yields an asymptotic series. Setting \(z'=F'^2\), \(dz'=2F'\,dF'\), gives the coefficient of \(F^{2n}\):

\[
a_n=-\frac1\pi\int_0^\infty\frac{\Gamma(F')}{F'^{\,2n+1}}\,dF'.
\]

This relation is physical input. In the Lean development it serves as the definition of \(a_n\).

```lean
import Mathlib

open MeasureTheory Filter Set
open scoped Nat Topology

namespace StarkDispersion

noncomputable section
```

The two constants in the width stand for the tunnelling physics. The exponent is twice the integrated decay constant under the triangular barrier for binding energy \(1/2\):

\[
2\int_0^{1/(2F)}\sqrt{1-2Fx}\,dx=\frac{2}{3F}.
\]

The prefactor \(4/F\) comes from matching to the Coulomb wavefunction of the atom. Lean takes the resulting formula as given. The function `width` accepts any real argument, but only its values at \(F>0\) are used.

```lean
/-- The leading weak-field ionization width of ground-state hydrogen in a static electric
field of strength `F > 0`, in atomic units. -/
def width (F : ℝ) : ℝ := 4 / F * Real.exp (-(2 / (3 * F)))
```

The moment is a Lebesgue integral over the open half-line, written `Ioi (0 : ℝ)`, for each natural number \(n\).

```lean
/-- The dispersion moment of the width: the integral of `width F / F ^ (2n+1)` over all
field strengths `F > 0`. -/
def moment (n : ℕ) : ℝ := ∫ F in Ioi (0 : ℝ), width F / F ^ (2 * n + 1)
```

The coefficient `coeff n` is \(a_n\). Its index counts powers of \(F^2\), so it belongs to order \(2n\) of perturbation theory, where textbooks often write \(E_{2n}\).

The step from this model to the real atom is the claim that the ratio of the true Stark coefficients to these \(a_n\) tends to 1 at high order. The physical reason is that the integrand of the moment peaks at \(F=1/(3(n+1))\), so high orders sample weak fields, where the leading width is accurate.

```lean
/-- The coefficient of `F ^ (2n)` that the dispersion relation assigns to the width. -/
def coeff (n : ℕ) : ℝ := -(1 / Real.pi) * moment n
```

## The tunnelling factor becomes a Gamma integral

Let \(b>0\) and let \(m\) be a natural number. Substitute \(u=1/F\), so that \(dF=-du/u^2\) and the limits are exchanged:

\[
\int_0^\infty\frac{e^{-b/F}}{F^{m+2}}\,dF
=\int_0^\infty u^{m+2}e^{-bu}\,\frac{du}{u^2}
=\int_0^\infty u^me^{-bu}\,du
=\frac{m!}{b^{m+1}}.
\]

The theorem states this equality for all such \(b\) and \(m\). In the proof, `hsub` is the change of variables for the power map \(F\mapsto F^{-1}\), and `hgam` is the Gamma integral. The first step of the `calc` chain checks pointwise that the original integrand is the Jacobian \(F^{-2}\) times \(u^me^{-bu}\) at \(u=1/F\). The second applies the substitution, and the last two bring the integral to Gamma form and replace \(\Gamma(m+1)\), here the Gamma function, by \(m!\).

```lean
/-- For `b > 0`, the tunnelling factor `exp (-b/F)` integrated against the inverse power
`F ^ (-(m+2))` over `F > 0` gives `m! / b ^ (m+1)`. -/
theorem integral_tunnelling_factor {b : ℝ} (hb : 0 < b) (m : ℕ) :
    ∫ F in Ioi (0 : ℝ), Real.exp (-(b / F)) / F ^ (m + 2) = (m ! : ℝ) / b ^ (m + 1) := by
  have hsub := integral_comp_rpow_Ioi (fun u : ℝ => u ^ m * Real.exp (-(b * u)))
    (show (-1 : ℝ) ≠ 0 by norm_num)
  have hgam := Real.integral_rpow_mul_exp_neg_mul_Ioi
    (show (0 : ℝ) < (m : ℝ) + 1 by positivity) hb
  have hm : (m : ℝ) + 1 = ((m + 1 : ℕ) : ℝ) := by norm_num
  -- substitute u = 1/F, then recognise the Gamma integral
  calc ∫ F in Ioi (0 : ℝ), Real.exp (-(b / F)) / F ^ (m + 2)
      = ∫ F in Ioi (0 : ℝ), (|(-1 : ℝ)| * F ^ ((-1 : ℝ) - 1)) •
          (fun u : ℝ => u ^ m * Real.exp (-(b * u))) (F ^ (-1 : ℝ)) := by
        refine setIntegral_congr_fun measurableSet_Ioi fun F hF => ?_
        have hF' : 0 < F := hF
        have h2 : F ^ ((-1 : ℝ) - 1) = (F ^ 2)⁻¹ := by
          rw [show (-1 : ℝ) - 1 = -((2 : ℕ) : ℝ) by norm_num, Real.rpow_neg hF'.le,
            Real.rpow_natCast]
        simp only [h2, Real.rpow_neg_one, smul_eq_mul, abs_neg, abs_one, one_mul]
        rw [div_eq_mul_inv b F, inv_pow, pow_add F m 2]
        generalize Real.exp (-(b * F⁻¹)) = E
        field_simp
    _ = ∫ u in Ioi (0 : ℝ), u ^ m * Real.exp (-(b * u)) := hsub
    _ = ∫ u in Ioi (0 : ℝ), u ^ ((m : ℝ) + 1 - 1) * Real.exp (-(b * u)) := by
        simp only [add_sub_cancel_right, Real.rpow_natCast]
    _ = (m ! : ℝ) / b ^ (m + 1) := by
        rw [hgam, Real.Gamma_nat_eq_factorial, hm, Real.rpow_natCast, one_div, inv_pow,
          div_eq_mul_inv, mul_comm]
```

## Moments and their signs

For \(F>0\) the integrand of the moment is

\[
\frac{\Gamma(F)}{F^{2n+1}}=4\,\frac{e^{-(2/3)/F}}{F^{2n+2}}.
\]

This is the previous integral with \(b=2/3\) and \(m=2n\), so the moment equals \(4(2n)!/(2/3)^{2n+1}=4(3/2)^{2n+1}(2n)!\). In Lean, `h` records the equality of the integrands on the half-line, and the rewriting after it pulls out the factor 4 and inserts the general formula.

```lean
/-- The dispersion moments of the width are `4 (3/2)^(2n+1) (2n)!`. -/
theorem moment_eq (n : ℕ) :
    moment n = 4 * (3 / 2) ^ (2 * n + 1) * ((2 * n)! : ℝ) := by
  have h : EqOn (fun F : ℝ => width F / F ^ (2 * n + 1))
      (fun F : ℝ => 4 * (Real.exp (-(2 / 3 / F)) / F ^ (2 * n + 2))) (Ioi 0) := by
    intro F hF
    have hF' : F ≠ 0 := ne_of_gt hF
    have hp : F ^ (2 * n + 2) = F ^ (2 * n + 1) * F := pow_succ F (2 * n + 1)
    dsimp only [width]
    rw [hp, ← div_div 2 3 F]
    generalize Real.exp (-(2 / 3 / F)) = E
    field_simp
  unfold moment
  rw [setIntegral_congr_fun measurableSet_Ioi h, integral_const_mul,
    integral_tunnelling_factor (by norm_num), show (3 / 2 : ℝ) = (2 / 3)⁻¹ by norm_num, inv_pow]
  generalize (2 / 3 : ℝ) ^ (2 * n + 1) = c
  ring
```

The integral converges at both ends: the exponential suppresses every inverse power as \(F\to0\), and the integrand falls off as \(F^{-2n-2}\) at strong field, which suffices even for \(n=0\). The Lean proof takes a shorter way. Lean assigns the value 0 to the integral of a non-integrable function, while `moment_eq` gives a positive value, so the integrand must be integrable.

```lean
/-- The integrand of every dispersion moment is integrable over `F > 0`. -/
theorem moment_integrable (n : ℕ) :
    IntegrableOn (fun F : ℝ => width F / F ^ (2 * n + 1)) (Ioi 0) := by
  by_contra h
  have h0 : moment n = 0 := integral_undef h
  have h1 : 0 < moment n := by rw [moment_eq]; positivity
  linarith
```

Multiplying the moment by \(-1/\pi\) and taking one factor \(3/2\) out of the power gives

\[
a_n=-\frac6\pi\left(\tfrac32\right)^{2n}(2n)!.
\]

The first two values are \(a_0=-6/\pi\approx-1.91\) and \(a_1=-27/\pi\approx-8.59\). The exact Stark coefficients of hydrogen at these orders are \(-1/2\) and \(-9/4\), so these \(a_n\) do not describe the atom at low orders.

```lean
/-- The coefficients are `-(6/π) (3/2)^(2n) (2n)!`. -/
theorem coeff_eq (n : ℕ) :
    coeff n = -(6 / Real.pi * (3 / 2) ^ (2 * n) * ((2 * n)! : ℝ)) := by
  rw [coeff, moment_eq, pow_succ]
  ring
```

Every factor after the minus sign is positive, so \(a_n<0\) for all \(n\), including \(n=0\).

```lean
/-- All coefficients are negative. -/
theorem coeff_neg (n : ℕ) : coeff n < 0 := by
  rw [coeff_eq]
  have : 0 < 6 / Real.pi * (3 / 2) ^ (2 * n) * ((2 * n)! : ℝ) := by positivity
  linarith
```

## Where the terms stop shrinking

Going from \(n\) to \(n+1\) multiplies the power of \(3/2\) by \(9/4\) and the factorial by \((2n+1)(2n+2)\). Hence

\[
a_{n+1}F^{2(n+1)}=q\,a_nF^{2n},\qquad q=\tfrac94(2n+1)(2n+2)F^2 .
\]

For real \(F\neq0\) the term \(a_nF^{2n}\) is nonzero and \(q\) is positive, so the next term is smaller in magnitude exactly when \(q<1\). The proof follows this line: `e` is the recurrence, `hT` says that the current term has positive magnitude, and the closing tactic settles the equivalence of \(qT<T\) and \(q<1\) for \(T>0\).

In a calculation that sums this series up to its smallest term, this inequality fixes the stopping point. At \(F=0.05\) it reads \((2n+1)(2n+2)<177.8\), which holds up to \(n=5\), where the product is 132, and fails from \(n=6\), where it is 182. The smallest term is therefore the one in \(F^{12}\), with magnitude about \(2.9\times10^{-5}\) hartree. Stopping just before or just after this term changes the sum by that amount. It does not measure everything this series leaves out: the leading width at this field is about \(1.3\times10^{-4}\) hartree, so the missing imaginary part \(-\Gamma/2\) has magnitude about \(6.5\times10^{-5}\) hartree, more than twice the smallest term. For \(F\ge\sqrt2/3\) the criterion already fails at \(n=0\), and the terms never decrease in magnitude.

```lean
/-- At real field `F ≠ 0`, the term of order `2n+2` is smaller in magnitude than the term of
order `2n` exactly when `(9/4) (2n+1) (2n+2) F² < 1`. -/
theorem next_term_smaller_iff {F : ℝ} (hF : F ≠ 0) (n : ℕ) :
    |coeff (n + 1) * F ^ (2 * (n + 1))| < |coeff n * F ^ (2 * n)| ↔
      9 / 4 * (2 * n + 1) * (2 * n + 2) * F ^ 2 < 1 := by
  have e : coeff (n + 1) * F ^ (2 * (n + 1)) =
      (9 / 4 * (2 * n + 1) * (2 * n + 2) * F ^ 2) * (coeff n * F ^ (2 * n)) := by
    rw [coeff_eq, coeff_eq, show 2 * (n + 1) = 2 * n + 1 + 1 by ring,
      Nat.factorial_succ, Nat.factorial_succ]
    push_cast
    ring
  have hq : 0 ≤ 9 / 4 * (2 * (n : ℝ) + 1) * (2 * n + 2) * F ^ 2 := by positivity
  have hT : 0 < |coeff n * F ^ (2 * n)| :=
    abs_pos.mpr (mul_ne_zero (coeff_neg n).ne (pow_ne_zero _ hF))
  rw [e, abs_mul, abs_of_nonneg hq]
  generalize 9 / 4 * (2 * (n : ℝ) + 1) * (2 * n + 2) * F ^ 2 = q
  constructor <;> intro h <;> nlinarith
```

## Divergence at every nonzero field

Let \(F\) now be complex and nonzero. The modulus of a term is

\[
|a_nF^{2n}|=\frac6\pi\,(2n)!\left(\tfrac32|F|\right)^{2n}.
\]

With \(x=(3|F|/2)^{-1}\), its reciprocal is \(\frac\pi6\,x^{2n}/(2n)!\). This tends to zero, because the factorial outgrows the powers \(x^{2n}\) of any fixed number \(x\), and it does so through positive values. The modulus therefore tends to infinity, however weak the field.

The Lean proof has the same structure. `h0` is the limit of power over factorial along the even integers, `h1` adds that zero is approached from above, and `h3` inverts and restores the factor \(6/\pi\). The remaining lines identify the result with the norm of the term, where the real coefficient is regarded as a complex number.

```lean
/-- At every complex field `F ≠ 0`, the moduli of the terms of the series tend to infinity. -/
theorem norm_term_tendsto_atTop {F : ℂ} (hF : F ≠ 0) :
    Tendsto (fun n : ℕ => ‖(coeff n : ℂ) * F ^ (2 * n)‖) atTop atTop := by
  have hr : 0 < ‖F‖ := norm_pos_iff.mpr hF
  have h2 : Tendsto (fun n : ℕ => 2 * n) atTop atTop :=
    tendsto_atTop.2 fun b => (eventually_ge_atTop b).mono fun n hn => by
      show b ≤ 2 * n
      omega
  -- the factorial beats every power, so the reciprocal terms tend to zero from above
  have h0 := (FloorSemiring.tendsto_pow_div_factorial_atTop (3 / 2 * ‖F‖)⁻¹).comp h2
  have h1 : Tendsto (fun n : ℕ => (3 / 2 * ‖F‖)⁻¹ ^ (2 * n) / ((2 * n)! : ℝ))
      atTop (𝓝[>] 0) :=
    tendsto_nhdsWithin_iff.mpr
      ⟨h0, Eventually.of_forall fun n => Set.mem_Ioi.mpr (by positivity)⟩
  have h3 := (tendsto_inv_nhdsGT_zero.comp h1).const_mul_atTop
    (show 0 < 6 / Real.pi by positivity)
  refine h3.congr fun n => ?_
  rw [norm_mul, norm_pow, Complex.norm_real, Real.norm_eq_abs, abs_of_neg (coeff_neg n),
    coeff_eq]
  simp only [Function.comp_apply, inv_div, inv_pow, mul_pow]
  field_simp
```

Denote by \(S_N=\sum_{n=0}^{N-1}a_nF^{2n}\) the sum of the first \(N\) terms, which is the sum over `Finset.range N`. If \(S_N\) converged to some complex number \(s\), then

\[
a_NF^{2N}=S_{N+1}-S_N\longrightarrow s-s=0,
\]

which contradicts the growth of the moduli. The theorem states that no such \(s\) exists. This includes imaginary fields, where \(F^{2n}\) alternates in sign: cancellation between neighbouring terms does not rescue the series. In the proof, `h` is the limit of the norm of the difference, and it is played off against the preceding theorem.

```lean
/-- At every complex field `F ≠ 0`, the partial sums of the series have no limit. -/
theorem series_diverges {F : ℂ} (hF : F ≠ 0) :
    ¬ ∃ s : ℂ, Tendsto (fun N : ℕ => ∑ n ∈ Finset.range N, (coeff n : ℂ) * F ^ (2 * n))
      atTop (𝓝 s) := by
  rintro ⟨s, hs⟩
  -- convergence would force the terms to stay bounded
  have h := ((hs.comp (tendsto_add_atTop_nat 1)).sub hs).norm
  refine not_tendsto_nhds_of_tendsto_atTop (norm_term_tendsto_atTop hF) _
    (h.congr fun n => ?_)
  simp only [Function.comp_apply, Finset.sum_range_succ, add_sub_cancel_left]
```

At real \(F\neq0\) the powers \(F^{2n}\) are positive whatever the sign of \(F\), so every term is negative and more can be said. Since \(S_N\le0\),

\[
S_{N+1}=S_N+a_NF^{2N}\le a_NF^{2N}\longrightarrow-\infty .
\]

In Lean, `hterm` is the limit of the terms, obtained from the complex theorem by changing the sign of the modulus. The inequality `hs` is \(S_N\le0\), and comparison with the last term finishes the argument.

For electronic structure this bears on expansions of an energy in powers of a static field, whose coefficients from second order on are, up to sign and numerical factors, the polarizability and the hyperpolarizabilities: in this model, built on the leading width of ground-state hydrogen alone, adding further orders eventually worsens the sum at any fixed nonzero field.

```lean
/-- At every real field `F ≠ 0`, the partial sums of the series tend to `-∞`. -/
theorem partial_sums_tendsto_atBot {F : ℝ} (hF : F ≠ 0) :
    Tendsto (fun N : ℕ => ∑ n ∈ Finset.range N, coeff n * F ^ (2 * n)) atTop atBot := by
  have h := norm_term_tendsto_atTop (F := (F : ℂ)) (by exact_mod_cast hF)
  have hterm : Tendsto (fun n : ℕ => coeff n * F ^ (2 * n)) atTop atBot := by
    refine (tendsto_neg_atTop_atBot.comp h).congr fun n => ?_
    rw [Function.comp_apply, norm_mul, norm_pow, Complex.norm_real, Complex.norm_real,
      Real.norm_eq_abs, Real.norm_eq_abs, abs_of_neg (coeff_neg n), pow_mul |F| 2 n, sq_abs,
      pow_mul F 2 n]
    ring
  -- all terms are negative, so a nonempty partial sum is at most its last term
  refine (tendsto_add_atTop_iff_nat 1).mp (tendsto_atBot_mono (fun N => ?_) hterm)
  rw [Finset.sum_range_succ]
  have hs : ∑ n ∈ Finset.range N, coeff n * F ^ (2 * n) ≤ 0 :=
    Finset.sum_nonpos fun n _ => mul_nonpos_of_nonpos_of_nonneg (coeff_neg n).le
      (by rw [pow_mul]; positivity)
  linarith

end

end StarkDispersion
```

## A width known only at weak field

The model could have started from an arbitrary measurable width, required only to have finite moments from some order on and to approach \(\frac4Fe^{-2/(3F)}\) in ratio as \(F\to0\). That is closer to what is known about the atom. The closed form of the moments would then become an asymptotic formula for large \(n\), while the coefficients from that order on would still be negative, because a width is nonnegative and this one is positive at weak field. The divergence at every nonzero field would remain, since it depends only on the growth at high order. The explicit width used here gives equalities at every \(n\) in return for a narrower description of the physics.

```lean
#print axioms StarkDispersion.moment_integrable
#print axioms StarkDispersion.next_term_smaller_iff
#print axioms StarkDispersion.series_diverges
#print axioms StarkDispersion.partial_sums_tendsto_atBot
```

```
'StarkDispersion.moment_integrable' depends on axioms: [propext, Classical.choice, Quot.sound]
'StarkDispersion.next_term_smaller_iff' depends on axioms: [propext, Classical.choice, Quot.sound]
'StarkDispersion.series_diverges' depends on axioms: [propext, Classical.choice, Quot.sound]
'StarkDispersion.partial_sums_tendsto_atBot' depends on axioms: [propext, Classical.choice, Quot.sound]
```
